# Front-edge resistance of a transmission-line contact: the coth formula and its bounds

A code that computes contact resistance as resistivity over area, \(\rho/(WL)\), assumes that current crosses the whole contact uniformly. In a long contact fed through a semiconductor sheet from one edge, the front edge, most of it crosses near that edge. At a length of five transfer lengths, the area formula gives about one fifth of the resistance predicted by the transmission-line model.

## The resistance and its bounds

Let a contact have width \(W\), length \(L\), specific contact resistivity \(\rho\) and, in the semiconductor beneath it, sheet resistance \(R_{sh}\), all positive and constant along the contact. The metal is at one potential, the interface is ohmic, and the sheet potential varies only along the length. With the transfer length \(l_T=\sqrt{\rho/R_{sh}}\), let a steady current \(I\) enter the sheet at the front edge and leave it only through the contact interface. The front-edge potential relative to the metal is

\[
V(0)=I R_c,\qquad R_c=\frac{R_{sh}l_T}{W}\coth\frac{L}{l_T},
\]

and

\[
\max\left(\frac{\rho}{WL},\frac{R_{sh}l_T}{W}\right)<R_c<\frac{\rho}{WL}+\frac{R_{sh}l_T}{W}.
\]

## Lumped contacts in device simulation

For such a contact, in steady state and with no sheet current at the far end, a device simulator can replace the distributed contact by a single resistor \(R_c\) at the front edge. The formula also gives a reference value for a discretised contact model, and the bounds give a range check that needs no hyperbolic functions.

## From sheet current to resistance

Let \(x\) run from the front edge to the far end, let \(V(x)\) be the sheet potential relative to the metal, and let \(J(x)\) be the total sheet current. Ohm's law and current conservation give

\[
V'=-\frac{R_{sh}}{W}J,\qquad J'=-\frac{W}{\rho}V,
\]

hence \(V''=V/l_T^2\). The conditions \(J(L)=0\) and \(J(0)=I\) become \(V'(L)=0\) and \(-WV'(0)/R_{sh}=I\).

Set \(u=(L-x)/l_T\) and define

\[
F=V\cosh u+l_TV'\sinh u,\qquad G=V\sinh u+l_TV'\cosh u.
\]

Since \(u'=-1/l_T\),

\[
\begin{aligned}
F'&=V'\cosh u-\frac{V}{l_T}\sinh u+l_TV''\sinh u-V'\cosh u=0,\\
G'&=V'\sinh u-\frac{V}{l_T}\cosh u+l_TV''\cosh u-V'\sinh u=0.
\end{aligned}
\]

At \(x=L\), \(F=V(L)\) and \(G=0\), so these values hold everywhere. Using \(\cosh^2u-\sinh^2u=1\),

\[
\begin{aligned}
V&=F\cosh u-G\sinh u=V(L)\cosh u,\\
l_TV'&=G\cosh u-F\sinh u=-V(L)\sinh u.
\end{aligned}
\]

At \(x=0\), the slope and the injected current give

\[
V(L)=\frac{I R_{sh}l_T}{W\sinh(L/l_T)},
\]

and therefore \(V(0)=V(L)\cosh(L/l_T)=IR_c\).

For the bounds, put \(s=L/l_T>0\). The mean value theorem gives \(\sinh s/s=\cosh t\) for some \(0<t<s\), so

\[
1<\frac{\sinh s}{s}<\cosh s.
\]

The right inequality gives \(\coth s>1/s\), while \(\cosh s>\sinh s\) gives \(\coth s>1\). Also,

\[
\cosh s-\sinh s=e^{-s}<1<\frac{\sinh s}{s},
\]

so \(\coth s<1+1/s\). Multiplying by \(R_{sh}l_T/W\), and using \(R_{sh}l_T^2=\rho\), gives the stated bounds.

## The contact problem in Lean

```lean
import Mathlib

open Set

namespace TransmissionLineContact

noncomputable section

/-- A planar contact with sheet resistance `Rsh`, specific contact resistivity `rho`,
width `W` and length `L`, all positive. -/
structure Contact where
  Rsh : ℝ
  rho : ℝ
  W : ℝ
  L : ℝ
  Rsh_pos : 0 < Rsh
  rho_pos : 0 < rho
  W_pos : 0 < W
  L_pos : 0 < L

/-- The transfer length, the square root of `rho / Rsh`. -/
def Contact.lT (c : Contact) : ℝ := Real.sqrt (c.rho / c.Rsh)

/-- The contact resistance `(Rsh lT / W) coth (L / lT)`. -/
def Contact.Rc (c : Contact) : ℝ :=
  c.Rsh * c.lT / c.W * (Real.cosh (c.L / c.lT) / Real.sinh (c.L / c.lT))

/-- The potential `V`, with slope `dV`, obeys `V'' = V / lT²` under the contact; no current
leaves at the far end `x = L`, and the current `I` enters at the front edge `x = 0`. -/
structure Contact.IsPotential (c : Contact) (I : ℝ) (V dV : ℝ → ℝ) : Prop where
  slope : ∀ x ∈ Icc 0 c.L, HasDerivWithinAt V (dV x) (Icc 0 c.L) x
  line : ∀ x ∈ Icc 0 c.L, HasDerivWithinAt dV (V x / c.lT ^ 2) (Icc 0 c.L) x
  far_end : dV c.L = 0
  injected : -c.W * dV 0 / c.Rsh = I

/-- The hyperbolic-cosine potential profile under a contact fed with current `I`. -/
def Contact.profile (c : Contact) (I x : ℝ) : ℝ :=
  I * (c.Rsh * c.lT / c.W) * Real.cosh ((c.L - x) / c.lT) / Real.sinh (c.L / c.lT)

/-- The transfer length is positive and its square is `rho / Rsh`. -/
theorem lT_pos_and_sq (c : Contact) : 0 < c.lT ∧ c.lT ^ 2 = c.rho / c.Rsh := by
  have h : 0 < c.rho / c.Rsh := div_pos c.rho_pos c.Rsh_pos
  exact ⟨Real.sqrt_pos.2 h, Real.sq_sqrt h.le⟩

/-- Ohm's law in the sheet, `V' = -(Rsh / W) J`, and loss of sheet current through the
interface, `J' = -(W / rho) V`, give the transmission-line equation for the potential. -/
theorem isPotential_of_ohm_kirchhoff (c : Contact) (I : ℝ) (V J : ℝ → ℝ)
    (ohm : ∀ x ∈ Icc 0 c.L, HasDerivWithinAt V (-(c.Rsh / c.W) * J x) (Icc 0 c.L) x)
    (kirchhoff : ∀ x ∈ Icc 0 c.L,
      HasDerivWithinAt J (-(c.W / c.rho) * V x) (Icc 0 c.L) x)
    (hL : J c.L = 0) (h0 : J 0 = I) :
    c.IsPotential I V (fun x => -(c.Rsh / c.W) * J x) := by
  have hR := c.Rsh_pos.ne'
  have hW := c.W_pos.ne'
  have hr := c.rho_pos.ne'
  refine ⟨ohm, fun x hx => ?_, by simp [hL], ?_⟩
  · refine ((kirchhoff x hx).const_mul (-(c.Rsh / c.W))).congr_deriv ?_
    rw [(lT_pos_and_sq c).2]
    field_simp
  · rw [← h0]
    field_simp

/-- A quantity with zero derivative along the contact has the same value at every point
as at the far end. -/
theorem conserved {f : ℝ → ℝ} {L x : ℝ} (hL : 0 < L)
    (h : ∀ y ∈ Icc 0 L, HasDerivWithinAt f 0 (Icc 0 L) y) (hx : x ∈ Icc 0 L) :
    f x = f L := by
  have k := constant_of_derivWithin_zero
    (fun y hy => (h y hy).differentiableWithinAt)
    (fun y hy => (h y (Ico_subset_Icc_self hy)).derivWithin
      (uniqueDiffOn_Icc hL y (Ico_subset_Icc_self hy)))
  exact (k x hx).trans (k L (right_mem_Icc.2 hL.le)).symm

/-- The potential and its slope at any point under the contact are fixed by the potential
at the far end. -/
theorem potential_from_far_end (c : Contact) {I : ℝ} {V dV : ℝ → ℝ}
    (h : c.IsPotential I V dV) {x : ℝ} (hx : x ∈ Icc 0 c.L) :
    V x = V c.L * Real.cosh ((c.L - x) / c.lT) ∧
      c.lT * dV x = -(V c.L * Real.sinh ((c.L - x) / c.lT)) := by
  have hl := (lT_pos_and_sq c).1.ne'
  have hu : ∀ y : ℝ, HasDerivAt (fun y => (c.L - y) / c.lT) (-1 / c.lT) y :=
    fun y => ((hasDerivAt_id' y).const_sub c.L).div_const c.lT
  -- two combinations of potential and slope do not change along the line
  have e1 := conserved (f := fun y => V y * Real.cosh ((c.L - y) / c.lT)
      + c.lT * dV y * Real.sinh ((c.L - y) / c.lT)) c.L_pos (fun y hy => by
    refine (((h.slope y hy).mul (hu y).cosh.hasDerivWithinAt).add
      (((h.line y hy).const_mul c.lT).mul (hu y).sinh.hasDerivWithinAt)).congr_deriv ?_
    field_simp
    ring) hx
  have e2 := conserved (f := fun y => V y * Real.sinh ((c.L - y) / c.lT)
      + c.lT * dV y * Real.cosh ((c.L - y) / c.lT)) c.L_pos (fun y hy => by
    refine (((h.slope y hy).mul (hu y).sinh.hasDerivWithinAt).add
      (((h.line y hy).const_mul c.lT).mul (hu y).cosh.hasDerivWithinAt)).congr_deriv ?_
    field_simp
    ring) hx
  simp only [sub_self, zero_div, Real.cosh_zero, Real.sinh_zero, h.far_end, mul_zero,
    mul_one, add_zero] at e1 e2
  have hcs := Real.cosh_sq ((c.L - x) / c.lT)
  constructor
  · linear_combination Real.cosh ((c.L - x) / c.lT) * e1
      - Real.sinh ((c.L - x) / c.lT) * e2 - V x * hcs
  · linear_combination Real.cosh ((c.L - x) / c.lT) * e2
      - Real.sinh ((c.L - x) / c.lT) * e1 - c.lT * dV x * hcs

/-- Every potential that solves the contact problem with current `I` is the
hyperbolic-cosine profile. -/
theorem potential_eq_profile (c : Contact) {I : ℝ} {V dV : ℝ → ℝ}
    (h : c.IsPotential I V dV) {x : ℝ} (hx : x ∈ Icc 0 c.L) :
    V x = c.profile I x := by
  have hR := c.Rsh_pos.ne'
  have hW := c.W_pos.ne'
  have hs : 0 < Real.sinh (c.L / c.lT) :=
    Real.sinh_pos_iff.2 (div_pos c.L_pos (lT_pos_and_sq c).1)
  have e := (potential_from_far_end c h (left_mem_Icc.2 c.L_pos.le)).2
  rw [sub_zero] at e
  -- the injected current fixes the potential at the far end
  have hV : V c.L = I * (c.Rsh * c.lT / c.W) / Real.sinh (c.L / c.lT) := by
    have k : -c.W * dV 0 / c.Rsh * (c.Rsh * c.lT / c.W) = -(c.lT * dV 0) := by
      field_simp
    rw [eq_div_iff hs.ne', ← h.injected, k]
    linear_combination e
  rw [(potential_from_far_end c h hx).1, hV, Contact.profile]
  ring

/-- For every contact and every current, the hyperbolic-cosine profile solves the
contact problem. -/
theorem isPotential_witness (c : Contact) (I : ℝ) :
    c.IsPotential I (c.profile I) (fun x => -(I * c.Rsh / c.W) *
      Real.sinh ((c.L - x) / c.lT) / Real.sinh (c.L / c.lT)) := by
  have hR := c.Rsh_pos.ne'
  have hW := c.W_pos.ne'
  have hl := (lT_pos_and_sq c).1.ne'
  have hs : Real.sinh (c.L / c.lT) ≠ 0 :=
    (Real.sinh_pos_iff.2 (div_pos c.L_pos (lT_pos_and_sq c).1)).ne'
  have hu : ∀ y : ℝ, HasDerivAt (fun y => (c.L - y) / c.lT) (-1 / c.lT) y :=
    fun y => ((hasDerivAt_id' y).const_sub c.L).div_const c.lT
  refine ⟨fun x _ => ?_, fun x _ => ?_, by simp, ?_⟩
  · refine (((hu x).cosh.const_mul (I * (c.Rsh * c.lT / c.W))).div_const
      (Real.sinh (c.L / c.lT))).hasDerivWithinAt.congr_deriv ?_
    generalize Real.sinh (c.L / c.lT) = S at *
    field_simp
  · refine (((hu x).sinh.const_mul (-(I * c.Rsh / c.W))).div_const
      (Real.sinh (c.L / c.lT))).hasDerivWithinAt.congr_deriv ?_
    unfold Contact.profile
    generalize Real.sinh (c.L / c.lT) = S at *
    field_simp
  · simp only [sub_zero]
    generalize Real.sinh (c.L / c.lT) = S at *
    field_simp

/-- For positive `x`, `coth x` lies strictly between the maximum and the sum of
`1` and `1 / x`. -/
theorem coth_bounds {x : ℝ} (hx : 0 < x) :
    max 1 (1 / x) < Real.cosh x / Real.sinh x ∧
      Real.cosh x / Real.sinh x < 1 + 1 / x := by
  have hS : 0 < Real.sinh x := Real.sinh_pos_iff.2 hx
  -- mean value theorem: sinh x = x cosh t with 0 < t < x
  obtain ⟨t, ht, e⟩ := exists_hasDerivAt_eq_slope Real.sinh Real.cosh hx
    Real.continuous_sinh.continuousOn (fun y _ => Real.hasDerivAt_sinh y)
  rw [Real.sinh_zero, sub_zero, sub_zero] at e
  have h1 : 1 < Real.sinh x / x := by
    rw [← e]
    exact Real.one_lt_cosh.2 ht.1.ne'
  have h2 : Real.sinh x / x < Real.cosh x := by
    rw [← e, Real.cosh_lt_cosh, abs_of_pos ht.1, abs_of_pos hx]
    exact ht.2
  have h3 : Real.cosh x - Real.sinh x < 1 := by
    rw [Real.cosh_sub_sinh]
    exact Real.exp_lt_one_iff.2 (by linarith)
  refine ⟨max_lt ((one_lt_div hS).2 (Real.sinh_lt_cosh x)) ?_, ?_⟩
  · rw [div_lt_div_iff₀ hx hS, one_mul]
    exact (div_lt_iff₀ hx).1 h2
  · rw [div_lt_iff₀ hS]
    have k : (1 + 1 / x) * Real.sinh x = Real.sinh x + Real.sinh x / x := by ring
    rw [k]
    linarith

/-- The front-edge potential is `I Rc`, and `Rc` lies strictly between the maximum and the
sum of `rho / (W L)` and `Rsh lT / W`. -/
theorem contact_resistance (c : Contact) {I : ℝ} {V dV : ℝ → ℝ}
    (h : c.IsPotential I V dV) :
    V 0 = I * c.Rc ∧
      max (c.rho / (c.W * c.L)) (c.Rsh * c.lT / c.W) < c.Rc ∧
      c.Rc < c.rho / (c.W * c.L) + c.Rsh * c.lT / c.W := by
  obtain ⟨hl, hsq⟩ := lT_pos_and_sq c
  have hR := c.Rsh_pos
  have hW := c.W_pos
  have hL := c.L_pos
  have hA : 0 < c.Rsh * c.lT / c.W := by positivity
  have hrho : c.rho = c.Rsh * c.lT ^ 2 := by
    rw [hsq]
    field_simp
  -- the uniform-current resistance in units of Rsh lT / W
  have key : c.rho / (c.W * c.L) = c.Rsh * c.lT / c.W * (1 / (c.L / c.lT)) := by
    rw [hrho]
    field_simp
  obtain ⟨hlow, hup⟩ := coth_bounds (div_pos hL hl)
  obtain ⟨b1, b2⟩ := max_lt_iff.1 hlow
  have a1 := mul_lt_mul_of_pos_left b1 hA
  have a2 := mul_lt_mul_of_pos_left b2 hA
  have a3 := mul_lt_mul_of_pos_left hup hA
  rw [mul_one] at a1
  rw [mul_add, mul_one] at a3
  refine ⟨?_, ?_, ?_⟩
  · rw [potential_eq_profile c h (left_mem_Icc.2 hL.le), Contact.profile, Contact.Rc,
      sub_zero]
    ring
  · rw [key]
    exact max_lt a2 a1
  · rw [key, add_comm]
    exact a3

end

end TransmissionLineContact
```

```lean
#print axioms TransmissionLineContact.isPotential_of_ohm_kirchhoff
#print axioms TransmissionLineContact.contact_resistance
```

```
'TransmissionLineContact.isPotential_of_ohm_kirchhoff' depends on axioms: [propext, Classical.choice, Quot.sound]
'TransmissionLineContact.contact_resistance' depends on axioms: [propext, Classical.choice, Quot.sound]
```

## Hypotheses and physical scope

`Contact` holds the four positive real parameters. `Contact.IsPotential` says that `dV` is the slope of `V`, that the differential equation holds on the closed interval, with one-sided derivatives at its ends, and that both boundary conditions hold. Positive `I` enters the contact at \(x=0\); zero and negative currents are allowed too.

For any such potential, `contact_resistance` states \(V(0)=IR_c\) and both strict bounds. `isPotential_witness` supplies a solution for every contact and current, so the hypotheses exclude no choice of parameters.

The constant \(\rho\) stands for an ohmic interface with current density \(V/\rho\). A rectifying Schottky barrier, resistance in the metal and current spreading through the semiconductor's depth are not covered. The theorem concerns real numbers, so discretisation and rounding errors need their own analysis.

## How the lemmas follow the derivation

- `isPotential_of_ohm_kirchhoff` derives the contact problem from the two first-order laws.
- `conserved` turns a zero derivative into equality with the far-end value. `potential_from_far_end` applies it to \(F\) and \(G\), then recovers \(V\) and \(l_TV'\) with `linear_combination`.
- `potential_eq_profile` fixes \(V(L)\) from the injected current, which determines the whole potential.
- `coth_bounds` obtains \(t\) from the mean value theorem and proves the three inequalities for \(\coth s\).
- `contact_resistance` evaluates the profile at \(x=0\) and scales those inequalities; its step `key` rewrites \(\rho/(WL)\) as \((R_{sh}l_T/W)/s\).
